# The residuals y − sx have a positive definite covariance if the shifts x and y jointly do

For finitely many pairs of shifts x and y, the residuals at a fixed real slope s are y − sx, that is, the matrix A = [−s1, 1] applied to the joint vector of shifts. The theorem `residualCov_posDef` says that if the joint covariance C is a real positive definite matrix, then so is the covariance A C Aᵀ of the residuals. C may correlate any of the shifts with one another, and s may be any real number, zero included. The attempt proves symmetry first, then takes a nonzero vector v and uses the identity block of A to show that Aᵀv is nonzero. Positivity of C at Aᵀv is then to be rewritten as positivity of A C Aᵀ at v.

In Lean, a first try:

```lean
import Mathlib

open Matrix

namespace KingPlotFit

noncomputable section

variable {ι : Type*} [Fintype ι] [DecidableEq ι]

/-- The matrix `[-s 1, 1]` acting on the joint vector of x- and y-shifts. -/
def kingMatrix (ι : Type*) [DecidableEq ι] (s : ℝ) : Matrix ι (ι ⊕ ι) ℝ :=
  Matrix.fromCols (-s • (1 : Matrix ι ι ℝ)) (1 : Matrix ι ι ℝ)

/-- The covariance `A C Aᵀ` of the residuals. -/
def residualCov (C : Matrix (ι ⊕ ι) (ι ⊕ ι) ℝ) (s : ℝ) : Matrix ι ι ℝ :=
  kingMatrix ι s * C * (kingMatrix ι s)ᵀ

private lemma dot_move {m n : Type*} [Fintype m] [Fintype n] (M : Matrix m n ℝ)
    (u : m → ℝ) (v : n → ℝ) : u ⬝ᵥ M *ᵥ v = (Mᵀ *ᵥ u) ⬝ᵥ v := by
  rw [Matrix.dotProduct_mulVec, Matrix.mulVec_transpose]

private lemma transpose_eq {n : Type*} [Fintype n] {M : Matrix n n ℝ} (hM : M.PosDef) :
    Mᵀ = M := by
  have h : Mᴴ = M := hM.isHermitian
  rwa [conjTranspose_eq_transpose_of_trivial] at h

private lemma quad_pos {n : Type*} [Fintype n] {M : Matrix n n ℝ} (hM : M.PosDef)
    {v : n → ℝ} (hv : v ≠ 0) : 0 < v ⬝ᵥ M *ᵥ v := by
  simpa only [star_trivial] using hM.dotProduct_mulVec_pos hv

/-- If `C` is positive definite, so is the covariance `A C Aᵀ` of the residuals. -/
theorem residualCov_posDef {C : Matrix (ι ⊕ ι) (ι ⊕ ι) ℝ} (hC : C.PosDef) (s : ℝ) :
    (residualCov C s).PosDef := by
  refine Matrix.posDef_iff_dotProduct_mulVec.2 ⟨?_, ?_⟩
  · rw [Matrix.IsHermitian, conjTranspose_eq_transpose_of_trivial, residualCov,
      transpose_mul, transpose_mul, transpose_transpose, transpose_eq hC, Matrix.mul_assoc]
  · intro v hv
    -- the identity block of `A` makes its transpose injective
    have hne : (kingMatrix ι s)ᵀ *ᵥ v ≠ 0 := by
      intro h0
      apply hv
      funext i
      have h1 := congrFun h0 (Sum.inr i)
      simpa [kingMatrix, mulVec, dotProduct, Matrix.one_apply] using h1
    have h := quad_pos hC hne
    rw [← dot_move, mulVec_mulVec, mulVec_mulVec, ← Matrix.mul_assoc] at h
    simpa only [star_trivial, residualCov] using h

end

end KingPlotFit
```

Compiling this gives:

```
Main.lean:47:50: error: Tactic `rewrite` failed: Did not find an occurrence of the pattern
  ?L * (?M * ?N)
in the target expression
  0 < v ⬝ᵥ (kingMatrix ι s * C * (kingMatrix ι s)ᵀ) *ᵥ v

case refine_2
ι : Type u_1
inst✝¹ : Fintype ι
inst✝ : DecidableEq ι
C : Matrix (ι ⊕ ι) (ι ⊕ ι) ℝ
hC : C.PosDef
s : ℝ
v : ι → ℝ
hv : v ≠ 0
hne : (kingMatrix ι s)ᵀ *ᵥ v ≠ 0
h : 0 < v ⬝ᵥ (kingMatrix ι s * C * (kingMatrix ι s)ᵀ) *ᵥ v
⊢ 0 < star v ⬝ᵥ residualCov C s *ᵥ v
```

Diagnosis. The error says that `← Matrix.mul_assoc` found nothing to rewrite in `h`. Used from right to left, that lemma needs a product bracketed to the right, `?L * (?M * ?N)`, and `h` no longer has one.

The earlier rewrites had already seen to the bracketing. After `← dot_move`, the vector v is paired with A applied to C applied to Aᵀv. The first `mulVec_mulVec` merges the outer two matrices into `A * C`, and the second brings in Aᵀ on the right, which gives `A * C * Aᵀ`. Lean reads this as `(A * C) * Aᵀ`, the same bracketing as in the definition of `residualCov`.

A `rw` step that finds no match is an error, even when the expression already has the form wanted. The repair deletes `← Matrix.mul_assoc`, and the closing `simpa` then only has to unfold `residualCov` and remove the `star`, which is trivial on real vectors.

The mended proof, as a diff:

```diff
@@ -45,5 +45,5 @@
       simpa [kingMatrix, mulVec, dotProduct, Matrix.one_apply] using h1
     have h := quad_pos hC hne
-    rw [← dot_move, mulVec_mulVec, mulVec_mulVec, ← Matrix.mul_assoc] at h
+    rw [← dot_move, mulVec_mulVec, mulVec_mulVec] at h
     simpa only [star_trivial, residualCov] using h
 
```
